# The three-point harmonic oscillator on an offset grid has a cosine potential in momentum space

I put a particle in a harmonic well on a uniform grid of spacing $h$. The grid need not hit the minimum of the well: its points are $x_j = jh + d$, with $j$ any integer and $d$ a real offset. The kinetic energy is the usual three-point difference. In units with $\hbar = m = \omega = 1$, the Hamiltonian acts on grid amplitudes $\psi_j$ as

$$(H\psi)_j = -\frac{\psi_{j+1} - 2\psi_j + \psi_{j-1}}{2h^2} + \frac{x_j^2}{2}\psi_j .$$

For $\psi$ with finitely many nonzero values, let $F(k) = \sum_j \psi_j e^{-ikx_j}$. I believe that the same transform of $H\psi$ is $-F''/2 + \frac{1-\cos kh}{h^2}F$, and that the offset appears only in $F(k + 2\pi/h) = e^{-2\pi i d/h}F(k)$. Can this be made rigorous and machine-checked?

## Positions become derivatives, neighbours become a cosine

Yes, and finite support can be relaxed to convergence of $\sum_j (1+x_j^2)|\psi_j|$.

For the potential, differentiate term by term:

$$F'(k) = \sum_j (-ix_j)\psi_j e^{-ikx_j}, \qquad F''(k) = -\sum_j x_j^2\psi_j e^{-ikx_j}.$$

Hence $\sum_j \tfrac12 x_j^2\psi_j e^{-ikx_j} = -\tfrac12F''(k)$. The interchange is allowed because $1$, $|x_j|$ and $x_j^2$ are all at most $1+x_j^2$, so the moments of order zero, one and two converge absolutely.

For the kinetic energy, shift by $n$ sites and put $m = j+n$, so that $x_j = x_m - nh$:

$$\sum_j \psi_{j+n}e^{-ikx_j} = e^{iknh}\sum_m \psi_m e^{-ikx_m} = e^{iknh}F(k).$$

With $n = 1, 0, -1$ the stencil gives

$$-\frac{e^{ikh} - 2 + e^{-ikh}}{2h^2}F(k) = \frac{1-\cos kh}{h^2}F(k).$$

Adding the two parts gives the claimed operator. For the boundary phase, $e^{-i(2\pi/h)(jh+d)} = e^{-2\pi ij}e^{-2\pi id/h} = e^{-2\pi id/h}$, the same factor for every $j$.

If $H\psi = E\psi$, the transform of the left side is $EF$, and rearranging yields a Mathieu equation:

$$F'' = 2\left(\frac{1-\cos kh}{h^2} - E\right)F.$$

This is where the relaxation matters. A nonzero finitely supported $\psi$ is never an eigenstate: one site beyond its last nonzero value $\psi_J$, $H\psi$ equals $-\psi_J/(2h^2)$ while $E\psi$ vanishes.

## One occupied site, half a spacing from the minimum

Take $h = 1$, $d = \tfrac12$, $\psi_0 = 1$ and all other amplitudes zero. Then $F(k) = e^{-ik/2}$. The Hamiltonian gives $1 + \tfrac18 = \tfrac98$ at $x_0 = \tfrac12$ and $-\tfrac12$ at $x_{-1} = -\tfrac12$ and $x_1 = \tfrac32$. Its transform is

$$\tfrac98e^{-ik/2} - \tfrac12\left(e^{ik/2} + e^{-3ik/2}\right) = \left(\tfrac98 - \cos k\right)e^{-ik/2}.$$

On the other side, $-F''/2 = \tfrac18F$, and adding $(1-\cos k)F$ gives the same. Also $F(k+2\pi) = -F(k)$, as $e^{-2\pi i\cdot 1/2} = -1$ requires.

## What the theorems say about the grid

A `Grid` holds $h$, $d$ and the condition $h > 0$; `G.site j` is $x_j$. A state is a function `ψ : ℤ → ℂ`, with no normalisation required. `phase k x` is $e^{-ikx}$, which fixes the sign convention, and `transform G ψ` is $F$, without a prefactor. `Localised G ψ` is the summability condition above.

- `transform_hamiltonian` is the operator identity for every localised $\psi$ and every real $k$. The companions `hasDerivAt_transform` and `hasDerivAt_deriv_transform` establish that the first and second derivatives exist.
- `finite_support` covers your original case: finitely supported functions, of type `ℤ →₀ ℂ`, are localised, and $F$ is then the finite sum.
- `transform_quasiperiodic` is the phase relation. It has no summability hypothesis, but it carries physical content only where the series converges absolutely, since Lean gives the sum the value zero in every other case.
- `mathieu_equation` assumes a localised $\psi$ with $H\psi = E\psi$ at every site, for a complex number $E$.

The decay of an eigenstate is thus a hypothesis. The theorems neither construct eigenstates nor show that each quasi-periodic solution of the Mathieu equation comes from one, and they give no bound on the discretisation error. For real-space grid methods, the result shows in this one-particle, one-dimensional harmonic model on an infinite grid how the stencil replaces $k^2/2$ by $(1-\cos kh)/h^2$, while the placement of the grid enters through a boundary phase.

```lean
import Mathlib

open Complex

namespace GridOscillatorMomentum

noncomputable section

/-- A uniform one-dimensional grid with positive spacing `h` and offset `d` from the origin. -/
structure Grid where
  h : ℝ
  d : ℝ
  h_pos : 0 < h

/-- The position `j h + d` of grid point `j`. -/
def Grid.site (G : Grid) (j : ℤ) : ℝ := j * G.h + G.d

/-- The plane-wave factor `exp(-i k x)`. -/
def phase (k x : ℝ) : ℂ := Complex.exp (((-(k * x) : ℝ) : ℂ) * I)

/-- The momentum-space amplitude `F(k) = ∑ ψ_j exp(-i k (j h + d))` of a grid function. -/
def transform (G : Grid) (ψ : ℤ → ℂ) (k : ℝ) : ℂ := ∑' j : ℤ, ψ j * phase k (G.site j)

/-- The three-point kinetic energy `-(ψ_{j+1} - 2 ψ_j + ψ_{j-1}) / (2 h²)`. -/
def kinetic (G : Grid) (ψ : ℤ → ℂ) (j : ℤ) : ℂ :=
  -(ψ (j + 1) - 2 * ψ j + ψ (j - 1)) / (2 * (G.h : ℂ) ^ 2)

/-- The grid Hamiltonian of the harmonic oscillator with potential `(j h + d)² / 2`. -/
def hamiltonian (G : Grid) (ψ : ℤ → ℂ) (j : ℤ) : ℂ :=
  kinetic G ψ j + (G.site j : ℂ) ^ 2 / 2 * ψ j

/-- A grid function is localised if `∑ (1 + x_j²) |ψ_j|` converges. -/
def Localised (G : Grid) (ψ : ℤ → ℂ) : Prop :=
  Summable fun j : ℤ => (1 + G.site j ^ 2) * ‖ψ j‖

/-- A finitely supported grid function is localised, and its momentum amplitude is a finite sum. -/
theorem finite_support (G : Grid) (ψ : ℤ →₀ ℂ) :
    Localised G ψ ∧
      ∀ k, transform G ψ k = ∑ j ∈ ψ.support, ψ j * phase k (G.site j) := by
  constructor
  · refine (hasSum_sum_of_ne_finset_zero (s := ψ.support) ?_).summable
    intro j hj
    rw [Finsupp.notMem_support_iff.mp hj, norm_zero, mul_zero]
  · intro k
    refine (hasSum_sum_of_ne_finset_zero (s := ψ.support) ?_).tsum_eq
    intro j hj
    rw [Finsupp.notMem_support_iff.mp hj, zero_mul]

/-- For a localised grid function the absolute moments of order zero, one and two converge. -/
theorem Localised.moments {G : Grid} {ψ : ℤ → ℂ} (hψ : Localised G ψ) :
    (Summable fun j => ‖ψ j‖) ∧ (Summable fun j => |G.site j| * ‖ψ j‖) ∧
      Summable fun j => G.site j ^ 2 * ‖ψ j‖ := by
  refine ⟨Summable.of_nonneg_of_le (fun j => by positivity) (fun j => ?_) hψ,
    Summable.of_nonneg_of_le (fun j => by positivity) (fun j => ?_) hψ,
    Summable.of_nonneg_of_le (fun j => by positivity) (fun j => ?_) hψ⟩
  · nlinarith [mul_nonneg (sq_nonneg (G.site j)) (norm_nonneg (ψ j))]
  · refine mul_le_mul_of_nonneg_right ?_ (norm_nonneg _)
    nlinarith [sq_nonneg (|G.site j| - 1), sq_abs (G.site j), abs_nonneg (G.site j)]
  · nlinarith [norm_nonneg (ψ j)]

/-- The series defining the momentum amplitude converges for absolutely summable `φ`. -/
theorem hasSum_transform (G : Grid) (φ : ℤ → ℂ) (h0 : Summable fun j => ‖φ j‖) (k : ℝ) :
    HasSum (fun j => φ j * phase k (G.site j)) (transform G φ k) := by
  have hs : Summable fun j => φ j * phase k (G.site j) := by
    apply Summable.of_norm
    simpa only [norm_mul, phase, Complex.norm_exp_ofReal_mul_I, mul_one] using h0
  exact hs.hasSum

/-- If the absolute moments of order zero and one converge, differentiating the amplitude in `k`
multiplies the grid function by `-i x_j`. -/
theorem hasDerivAt_transform (G : Grid) (φ : ℤ → ℂ) (h0 : Summable fun j => ‖φ j‖)
    (h1 : Summable fun j => |G.site j| * ‖φ j‖) (k : ℝ) :
    HasDerivAt (transform G φ) (transform G (fun j => -I * (G.site j : ℂ) * φ j) k) k := by
  have hp : ∀ x q : ℝ, HasDerivAt (fun q => phase q x) (-I * (x : ℂ) * phase q x) q := by
    intro x q
    have a : HasDerivAt (fun q : ℝ => -(q * x)) (-x) q := (hasDerivAt_mul_const x).fun_neg
    refine (a.ofReal_comp.mul_const I).cexp.congr_deriv ?_
    unfold phase
    push_cast
    ring
  -- the first moment dominates the differentiated series uniformly in k
  refine hasDerivAt_tsum (g := fun j q => φ j * phase q (G.site j))
    (g' := fun j q => -I * (G.site j : ℂ) * φ j * phase q (G.site j)) (y₀ := 0)
    h1 (fun j q => ?_) (fun j q => ?_) (hasSum_transform G φ h0 0).summable k
  · refine ((hp (G.site j) q).const_mul (φ j)).congr_deriv ?_
    ring
  · apply le_of_eq
    simp only [norm_mul, norm_neg, Complex.norm_I, Complex.norm_real, Real.norm_eq_abs, phase,
      Complex.norm_exp_ofReal_mul_I, mul_one, one_mul]

/-- For a localised grid function, the function `deriv F` is differentiable, and its derivative is
the transform of `-x_j² ψ_j`. -/
theorem hasDerivAt_deriv_transform (G : Grid) (ψ : ℤ → ℂ) (hψ : Localised G ψ) (k : ℝ) :
    HasDerivAt (deriv (transform G ψ))
      (transform G (fun j => -(G.site j : ℂ) ^ 2 * ψ j) k) k := by
  obtain ⟨m0, m1, m2⟩ := hψ.moments
  have e : deriv (transform G ψ) = transform G (fun j => -I * (G.site j : ℂ) * ψ j) :=
    funext fun q => (hasDerivAt_transform G ψ m0 m1 q).deriv
  have n : ∀ j, ‖-I * (G.site j : ℂ) * ψ j‖ = |G.site j| * ‖ψ j‖ := fun j => by
    simp only [norm_mul, norm_neg, Complex.norm_I, Complex.norm_real, Real.norm_eq_abs, one_mul]
  rw [e]
  refine (hasDerivAt_transform G _ ?_ ?_ k).congr_deriv ?_
  · simpa only [n] using m1
  · simpa only [n, ← mul_assoc, abs_mul_abs_self, ← pow_two, sq_abs] using m2
  · congr 1
    funext j
    linear_combination ((G.site j : ℂ) ^ 2 * ψ j) * Complex.I_sq

/-- Replacing `ψ_j` by `ψ_{j+n}` multiplies the momentum amplitude by `exp(i k n h)`. -/
theorem transform_shift (G : Grid) (ψ : ℤ → ℂ) (n : ℤ) (k : ℝ) :
    transform G (fun j => ψ (j + n)) k = phase (-k) (n * G.h) * transform G ψ k := by
  unfold transform
  rw [← tsum_mul_left, ← (Equiv.addRight n).tsum_eq
    (fun j => phase (-k) (n * G.h) * (ψ j * phase k (G.site j)))]
  refine tsum_congr fun j => ?_
  have e : phase k (G.site j) = phase (-k) (n * G.h) * phase k (G.site (j + n)) := by
    unfold phase Grid.site
    rw [← Complex.exp_add]
    congr 1
    push_cast
    ring
  simp only [Equiv.coe_addRight]
  rw [e]
  ring

/-- For absolutely summable `ψ`, the momentum series of the three-point kinetic energy converges to
`((1 - cos(k h)) / h²) F(k)`. -/
theorem hasSum_kinetic (G : Grid) (ψ : ℤ → ℂ) (h0 : Summable fun j => ‖ψ j‖) (k : ℝ) :
    HasSum (fun j => kinetic G ψ j * phase k (G.site j))
      ((((1 - Real.cos (k * G.h)) / G.h ^ 2 : ℝ) : ℂ) * transform G ψ k) := by
  have hs : ∀ n : ℤ, HasSum (fun j => ψ (j + n) * phase k (G.site j))
      (phase (-k) (n * G.h) * transform G ψ k) := fun n => by
    rw [← transform_shift]
    exact hasSum_transform G (fun j => ψ (j + n))
      (h0.comp_injective (add_left_injective n)) k
  -- the two neighbours combine to a cosine
  have hc : phase (-k) (((1 : ℤ) : ℝ) * G.h) + phase (-k) (((-1 : ℤ) : ℝ) * G.h)
      = 2 * Complex.cos ((k : ℂ) * (G.h : ℂ)) := by
    have e1 : phase (-k) (((1 : ℤ) : ℝ) * G.h) = Complex.exp ((k : ℂ) * (G.h : ℂ) * I) := by
      unfold phase
      congr 1
      push_cast
      ring
    have e2 : phase (-k) (((-1 : ℤ) : ℝ) * G.h) = Complex.exp (-((k : ℂ) * (G.h : ℂ)) * I) := by
      unfold phase
      congr 1
      push_cast
      ring
    rw [e1, e2, Complex.cos]
    ring
  have key := (((hs 1).add (hs (-1))).sub
    ((hasSum_transform G ψ h0 k).mul_left 2)).mul_left (-1 / (2 * (G.h : ℂ) ^ 2))
  have hf : (fun j => kinetic G ψ j * phase k (G.site j)) = fun j =>
      -1 / (2 * (G.h : ℂ) ^ 2) * (ψ (j + 1) * phase k (G.site j)
        + ψ (j + -1) * phase k (G.site j) - 2 * (ψ j * phase k (G.site j))) := by
    funext j
    simp only [kinetic, sub_eq_add_neg]
    ring
  have hv : (((1 - Real.cos (k * G.h)) / G.h ^ 2 : ℝ) : ℂ) * transform G ψ k =
      -1 / (2 * (G.h : ℂ) ^ 2) * (phase (-k) (((1 : ℤ) : ℝ) * G.h) * transform G ψ k
        + phase (-k) (((-1 : ℤ) : ℝ) * G.h) * transform G ψ k - 2 * transform G ψ k) := by
    push_cast at hc ⊢
    linear_combination (1 / (2 * (G.h : ℂ) ^ 2)) * transform G ψ k * hc
  rw [hf, hv]
  exact key

/-- On localised grid functions, the grid oscillator acts in momentum space as `-F''/2 + ((1 - cos(k
h)) / h²) F`. -/
theorem transform_hamiltonian (G : Grid) (ψ : ℤ → ℂ) (hψ : Localised G ψ) (k : ℝ) :
    transform G (hamiltonian G ψ) k = -(1 / 2) * deriv (deriv (transform G ψ)) k
      + (((1 - Real.cos (k * G.h)) / G.h ^ 2 : ℝ) : ℂ) * transform G ψ k := by
  obtain ⟨m0, -, m2⟩ := hψ.moments
  have hV := hasSum_transform G (fun j => -(G.site j : ℂ) ^ 2 * ψ j) (by
    simpa only [norm_mul, norm_neg, norm_pow, Complex.norm_real, Real.norm_eq_abs, sq_abs]
      using m2) k
  rw [(hasDerivAt_deriv_transform G ψ hψ k).deriv, add_comm]
  -- add the kinetic and potential series
  refine Eq.trans (tsum_congr fun j => ?_)
    ((hasSum_kinetic G ψ m0 k).add (hV.mul_left (-(1 / 2)))).tsum_eq
  simp only [hamiltonian]
  ring

/-- Across one Brillouin zone the amplitude acquires the phase `exp(-2πi d / h)`. -/
theorem transform_quasiperiodic (G : Grid) (ψ : ℤ → ℂ) (k : ℝ) :
    transform G ψ (k + 2 * Real.pi / G.h)
      = Complex.exp (-(2 * Real.pi * I * G.d / G.h)) * transform G ψ k := by
  have hh : (G.h : ℂ) ≠ 0 := Complex.ofReal_ne_zero.mpr G.h_pos.ne'
  unfold transform
  rw [← tsum_mul_left]
  refine tsum_congr fun j => ?_
  have e : phase (k + 2 * Real.pi / G.h) (G.site j)
      = Complex.exp (-(2 * Real.pi * I * G.d / G.h)) * phase k (G.site j) := by
    -- the integer part of the position contributes a full number of turns
    rw [← mul_one (_ * phase k (G.site j)), ← Complex.exp_int_mul_two_pi_mul_I (-j)]
    unfold phase Grid.site
    rw [← Complex.exp_add, ← Complex.exp_add]
    congr 1
    push_cast
    field_simp
    ring
  rw [e]
  ring

/-- The amplitude of a localised eigenstate of the grid oscillator with energy `E` obeys the
Mathieu equation `F'' = 2 ((1 - cos(k h)) / h² - E) F`. -/
theorem mathieu_equation (G : Grid) (ψ : ℤ → ℂ) (hψ : Localised G ψ) (E : ℂ)
    (hE : ∀ j, hamiltonian G ψ j = E * ψ j) (k : ℝ) :
    deriv (deriv (transform G ψ)) k
      = 2 * ((((1 - Real.cos (k * G.h)) / G.h ^ 2 : ℝ) : ℂ) - E) * transform G ψ k := by
  have e : transform G (hamiltonian G ψ) k = E * transform G ψ k := by
    unfold transform
    rw [← tsum_mul_left]
    exact tsum_congr fun j => by rw [hE j, mul_assoc]
  linear_combination 2 * transform_hamiltonian G ψ hψ k - 2 * e

end

end GridOscillatorMomentum
```

```lean
#print axioms GridOscillatorMomentum.finite_support
#print axioms GridOscillatorMomentum.hasSum_kinetic
#print axioms GridOscillatorMomentum.transform_quasiperiodic
#print axioms GridOscillatorMomentum.mathieu_equation
```

```
'GridOscillatorMomentum.finite_support' depends on axioms: [propext, Classical.choice, Quot.sound]
'GridOscillatorMomentum.hasSum_kinetic' depends on axioms: [propext, Classical.choice, Quot.sound]
'GridOscillatorMomentum.transform_quasiperiodic' depends on axioms: [propext, Classical.choice, Quot.sound]
'GridOscillatorMomentum.mathieu_equation' depends on axioms: [propext, Classical.choice, Quot.sound]
```

## From moments to the Mathieu equation

`Localised.moments` extracts the three convergent moments by comparison with $1+x_j^2$. `hasSum_transform` uses $|e^{-ikx}| = 1$ to show that the series for $F$ converges.

`transform_shift` is the substitution $m = j+n$, carried out by re-indexing the sum along `Equiv.addRight n`. `hasSum_kinetic` applies it for $n = \pm1$, combines the two exponentials into a cosine (`hc`), and assembles the stencil from convergent series. `transform_hamiltonian` then adds the kinetic and potential series. In `transform_quasiperiodic`, the factor $e^{-2\pi ij} = 1$ is inserted explicitly, after which the exponents agree. `mathieu_equation` transforms both sides of the eigenvalue equation and solves for $F''$ with `linear_combination`.

## Differentiating the series with `hasDerivAt_tsum`

The analytic step is the interchange of derivative and infinite sum. Mathlib's `hasDerivAt_tsum` asks for the derivative of each term, a summable bound on those derivatives that is valid for all $k$ at once, and convergence of the original series at a single point, here $k = 0$. Since the phases have modulus one, the derivative of term $j$ has norm exactly $|x_j||\psi_j|$, whatever $k$ is. The first moment is therefore the required bound.

`hasDerivAt_transform` packages this for general amplitudes $\varphi_j$, so `hasDerivAt_deriv_transform` can apply it again to $\varphi_j = -ix_j\psi_j$. The zeroth and first moments of $\varphi$ are the first and second moments of $\psi$, and $(-i)^2 = -1$ supplies the sign in $F''$.
